# Elastic-net grouping: with a ridge term \(r>0\), close descriptors receive close coefficients

The elastic-net functional contains \(|x_k|\), which has no derivative at \(x_k=0\), and zero coefficients are the purpose of that term. An optimal coefficient vector is therefore defined here by comparison and not by a vanishing gradient: \(x\) is a minimiser of a functional \(F\) if \(F(x)\le F(y)\) for every real vector \(y\). The bounds below hold for any such \(x\), with no assumption on the signs of its components and no appeal to uniqueness.

## Data, descriptors and the functional

The type `m` labels the data points and `n` labels the coefficients. Both are arbitrary finite sets. The design matrix \(A\) is real, \(b\) is the data vector, and `A *ᵥ x` is the prediction \(Ax\).

In Lean 4 with Mathlib:

```lean
import Mathlib

open Matrix Finset

namespace ElasticNetGrouping

noncomputable section

variable {m n : Type*} [Fintype m] [Fintype n]
```

Mathlib's default norm on `m → ℝ` is the maximum norm, so the Euclidean length \(\|v\|=\big(\sum_k v_k^2\big)^{1/2}\) is defined explicitly.

```lean
/-- Euclidean length of a real vector. -/
def nrm (v : m → ℝ) : ℝ := √(∑ k, v k ^ 2)
```

Descriptor \(a_i\) is column \(i\) of \(A\), the values of one basis function over all data points.

```lean
/-- The `i`-th descriptor: column `i` of the design matrix. -/
def descriptor (A : Matrix m n ℝ) (i : n) : m → ℝ := fun k => A k i
```

The main step works for a penalty built from any one function \(\varphi:\mathbb R\to\mathbb R\) applied to every coefficient,
\[ F_\varphi(x)=\tfrac12\|Ax-b\|^2+\sum_k\varphi(x_k)+\tfrac r2\|x\|^2 . \]

```lean
/-- Least squares with a separable penalty `φ` and a ridge term of strength `r`. -/
def objective (φ : ℝ → ℝ) (r : ℝ) (A : Matrix m n ℝ) (b : m → ℝ) (x : n → ℝ) : ℝ :=
  nrm (A *ᵥ x - b) ^ 2 / 2 + ∑ i, φ (x i) + r * nrm x ^ 2 / 2
```

The elastic net \(F\) is the case \(\varphi(z)=l|z|\). The strength \(l\ge 0\) is the price per unit of coefficient magnitude, which can make coefficients exactly zero. The strength \(r\) is the stiffness of a harmonic restraint that pulls all coefficients towards zero. Both are chosen by the user and are the same for every coefficient.

```lean
/-- The elastic-net functional with l1 strength `l` and ridge strength `r`. -/
def elasticNet (A : Matrix m n ℝ) (b : m → ℝ) (l r : ℝ) (x : n → ℝ) : ℝ :=
  nrm (A *ᵥ x - b) ^ 2 / 2 + l * ∑ i, |x i| + r * nrm x ^ 2 / 2
```

The lemma `nrm_sq` turns each squared length into a sum of squares, which is the form in which the expansions are done.

```lean
/-- The squared length is the sum of the squared components. -/
theorem nrm_sq (v : m → ℝ) : nrm v ^ 2 = ∑ k, v k ^ 2 :=
  Real.sq_sqrt (sum_nonneg fun _ _ => sq_nonneg _)
```

## Moving weight from one coefficient to another

Let \(x\) minimise \(F_\varphi\) with \(\varphi\) convex. Fix \(i\ne j\) and put \(d=x_i-x_j\), \(u=Ax-b\), \(w=a_i-a_j\). For \(0<t\le1\) define a trial vector \(y\) by \(y_i=x_i-td\), \(y_j=x_j+td\), and \(y_k=x_k\) otherwise. The residual becomes \(Ay-b=u-td\,w\), so
\[ \|Ay-b\|^2=\|u\|^2-2td\,u\cdot w+t^2d^2\|w\|^2 . \]
The ridge sum changes by
\[ (x_i-td)^2-x_i^2+(x_j+td)^2-x_j^2=-2td^2+2t^2d^2 . \]
The new coefficients are convex combinations of the old ones, \(y_i=(1-t)x_i+tx_j\) and \(y_j=(1-t)x_j+tx_i\). Adding the two convexity inequalities gives \(\varphi(y_i)+\varphi(y_j)\le\varphi(x_i)+\varphi(x_j)\). Hence
\[ 0\le F_\varphi(y)-F_\varphi(x)\le -td\,u\cdot w+\tfrac12t^2d^2\|w\|^2-rtd^2+rt^2d^2 . \]
Division by \(t\) gives \(g\le tK\), where \(g=rd^2+d\,u\cdot w\) and \(K=\tfrac12d^2\|w\|^2+rd^2\). Suppose \(g>0\). Then \(t=1\) gives \(K\ge g>0\), and \(t=g/(2K)\le\tfrac12\) gives \(g\le g/2\), a contradiction. So \(g\le0\), that is
\[ r\,d^2\le d\,(b-Ax)\cdot(a_i-a_j). \]

In `exchange_inequality` the hypothesis `hφ` is convexity on the whole real line, `hx` is the minimiser property, and \(r\) may be any real number. The case \(i=j\) reads \(0\le0\). The statement `key` is \(g\le tK\). Inside it, `hres` and `e1` expand the residual, `hsum` records that a sum \(\sum_k f(y_k)\) changes only in terms \(i\) and \(j\) and is used for both the penalty and the squares, and `c1`, `c2` are the convexity inequalities. The closing lines assume \(g>0\) and apply `key` at \(t=1\) and at \(t=g/(2K)\) to reach the contradiction.

```lean
/-- For a convex penalty, a minimiser satisfies `r d² ≤ d (b - A x)·(aᵢ - aⱼ)`
with `d = xᵢ - xⱼ`. -/
theorem exchange_inequality {φ : ℝ → ℝ} (hφ : ConvexOn ℝ Set.univ φ) (r : ℝ)
    (A : Matrix m n ℝ) (b : m → ℝ) {x : n → ℝ}
    (hx : ∀ y, objective φ r A b x ≤ objective φ r A b y) (i j : n) :
    r * (x i - x j) ^ 2 ≤
      (x i - x j) * ((b - A *ᵥ x) ⬝ᵥ (descriptor A i - descriptor A j)) := by
  classical
  by_cases hij : i = j
  · simp [hij]
  obtain ⟨w, hw⟩ : ∃ w, w = descriptor A i - descriptor A j := ⟨_, rfl⟩
  rw [← hw, ← neg_sub (A *ᵥ x) b, neg_dotProduct]
  have hexp : ∀ (u : m → ℝ) (s : ℝ), ∑ k, (u k - s * w k) ^ 2
      = ∑ k, u k ^ 2 - 2 * s * (u ⬝ᵥ w) + s ^ 2 * ∑ k, w k ^ 2 := by
    intro u s
    simp only [dotProduct, mul_sum, ← sum_sub_distrib, ← sum_add_distrib]
    exact sum_congr rfl fun k _ => by ring
  have key : ∀ t : ℝ, 0 < t → t ≤ 1 →
      r * (x i - x j) ^ 2 + (x i - x j) * ((A *ᵥ x - b) ⬝ᵥ w) ≤
        t * ((x i - x j) ^ 2 * (∑ k, w k ^ 2) / 2 + r * (x i - x j) ^ 2) := by
    intro t ht ht1
    -- trial vector: move weight `t (xᵢ - xⱼ)` from `i` to `j`
    obtain ⟨y, hy⟩ : ∃ y : n → ℝ, ∀ k, y k = x k + (if k = j then t * (x i - x j) else 0)
        - (if k = i then t * (x i - x j) else 0) := ⟨_, fun _ => rfl⟩
    have hsum : ∀ f : ℝ → ℝ, ∑ k, f (y k) = ∑ k, f (x k)
        + (f (x i - t * (x i - x j)) - f (x i)) + (f (x j + t * (x i - x j)) - f (x j)) := by
      intro f
      have : ∀ k, f (y k) = f (x k)
          + (if k = i then f (x i - t * (x i - x j)) - f (x i) else 0)
          + (if k = j then f (x j + t * (x i - x j)) - f (x j) else 0) := by
        intro k
        rw [hy]
        by_cases hi : k = i
        · simp [hi, hij]
        · by_cases hj : k = j
          · simp [hj, Ne.symm hij]
          · simp [hi, hj]
      simp only [this, sum_add_distrib, sum_ite_eq', mem_univ, if_true]
    have hres : ∀ k, (A *ᵥ y - b) k = (A *ᵥ x - b) k - t * (x i - x j) * w k := by
      intro k
      simp only [hw, descriptor, Pi.sub_apply, mulVec, dotProduct, hy, mul_add, mul_sub,
        sum_add_distrib, sum_sub_distrib, mul_ite, mul_zero, sum_ite_eq', mem_univ, if_true]
      ring
    have e1 : ∑ k, (A *ᵥ y - b) k ^ 2 = ∑ k, (A *ᵥ x - b) k ^ 2
        - 2 * (t * (x i - x j)) * ((A *ᵥ x - b) ⬝ᵥ w)
        + (t * (x i - x j)) ^ 2 * ∑ k, w k ^ 2 := by
      simp only [hres]
      exact hexp (A *ᵥ x - b) (t * (x i - x j))
    have e3 : ∑ k, y k ^ 2 = ∑ k, x k ^ 2 + ((x i - t * (x i - x j)) ^ 2 - x i ^ 2)
        + ((x j + t * (x i - x j)) ^ 2 - x j ^ 2) := hsum fun z => z ^ 2
    -- convexity: pulling the two coefficients together does not raise the penalty
    have c1 := hφ.2 (Set.mem_univ (x i)) (Set.mem_univ (x j)) (sub_nonneg.2 ht1) ht.le (by ring)
    have c2 := hφ.2 (Set.mem_univ (x j)) (Set.mem_univ (x i)) (sub_nonneg.2 ht1) ht.le (by ring)
    simp only [smul_eq_mul] at c1 c2
    rw [show (1 - t) * x i + t * x j = x i - t * (x i - x j) by ring] at c1
    rw [show (1 - t) * x j + t * x i = x j + t * (x i - x j) by ring] at c2
    have h := hx y
    simp only [objective, nrm_sq] at h
    rw [e1, hsum φ, e3] at h
    exact le_of_mul_le_mul_left (by linarith) ht
  -- suppose `g > 0` and apply `key` at `t = 1` and at `t = g / (2 K)`
  by_contra hc
  obtain ⟨g, hg⟩ : ∃ g, g = r * (x i - x j) ^ 2 + (x i - x j) * ((A *ᵥ x - b) ⬝ᵥ w) := ⟨_, rfl⟩
  obtain ⟨K, hK⟩ : ∃ K, K = (x i - x j) ^ 2 * (∑ k, w k ^ 2) / 2 + r * (x i - x j) ^ 2 :=
    ⟨_, rfl⟩
  have g0 : 0 < g := by linarith [not_le.mp hc]
  rw [← hg, ← hK] at key
  have h1 := key 1 one_pos le_rfl
  have K0 : 0 < K := by linarith
  have h2 := key (g / (2 * K)) (by positivity) (by rw [div_le_one (by positivity)]; linarith)
  have h3 : g / (2 * K) * K = g / 2 := by field_simp
  linarith
```

## The bound in terms of the residual

For \(r>0\), Cauchy–Schwarz gives
\[ r|d|^2\le|d|\,|u\cdot w|\le|d|\,\|u\|\,\|w\| . \]
If \(d\neq0\), division by \(r|d|\) yields
\[ |x_i-x_j|\le\frac{\|Ax-b\|\,\|a_i-a_j\|}{r}, \]
and for \(d=0\) this is immediate. In the proof `hC` is Cauchy–Schwarz, `h1` is the chain above, and `rcases` separates the two cases.

```lean
/-- For a convex penalty and `r > 0`, two coefficients of a minimiser differ by at most
the residual length times the descriptor distance over `r`. -/
theorem grouping_convex {φ : ℝ → ℝ} (hφ : ConvexOn ℝ Set.univ φ) {r : ℝ} (hr : 0 < r)
    (A : Matrix m n ℝ) (b : m → ℝ) {x : n → ℝ}
    (hx : ∀ y, objective φ r A b x ≤ objective φ r A b y) (i j : n) :
    |x i - x j| ≤ nrm (A *ᵥ x - b) * nrm (descriptor A i - descriptor A j) / r := by
  have h := exchange_inequality hφ r A b hx i j
  rw [← neg_sub (A *ᵥ x) b, neg_dotProduct] at h
  generalize A *ᵥ x - b = u at h ⊢
  generalize descriptor A i - descriptor A j = w at h ⊢
  generalize x i - x j = d at h ⊢
  -- Cauchy-Schwarz
  have hC : |u ⬝ᵥ w| ≤ nrm u * nrm w := by
    rw [nrm, nrm, ← Real.sqrt_mul (sum_nonneg fun _ _ => sq_nonneg _)]
    exact Real.abs_le_sqrt (sum_mul_sq_le_sq_mul_sq univ u w)
  have h1 : |d| * (|d| * r) ≤ |d| * (nrm u * nrm w) :=
    calc |d| * (|d| * r) = r * d ^ 2 := by rw [← sq_abs d]; ring
      _ ≤ |d * -(u ⬝ᵥ w)| := h.trans (le_abs_self _)
      _ = |d| * |u ⬝ᵥ w| := by rw [abs_mul, abs_neg]
      _ ≤ _ := mul_le_mul_of_nonneg_left hC (abs_nonneg _)
  rw [le_div_iff₀ hr]
  rcases (abs_nonneg d).eq_or_lt with h0 | h0
  · rw [← h0, zero_mul]
    exact (abs_nonneg _).trans hC
  · exact le_of_mul_le_mul_left h1 h0
```

## The bound in terms of the data

The zero vector is an admissible competitor, with \(F(0)=\tfrac12\|b\|^2\). For \(l,r\ge0\) both penalties are non-negative, so \(\tfrac12\|Ax-b\|^2\le F(x)\le\tfrac12\|b\|^2\), and therefore \(\|Ax-b\|\le\|b\|\).

```lean
/-- The residual of an elastic-net minimiser is no longer than the data vector. -/
theorem residual_le (A : Matrix m n ℝ) (b : m → ℝ) {l r : ℝ} (hl : 0 ≤ l) (hr : 0 ≤ r)
    {x : n → ℝ} (hx : ∀ y, elasticNet A b l r x ≤ elasticNet A b l r y) :
    nrm (A *ᵥ x - b) ≤ nrm b := by
  have h0 : elasticNet A b l r 0 = nrm b ^ 2 / 2 := by simp [elasticNet, nrm_sq]
  have h := hx 0
  rw [h0, elasticNet] at h
  have h1 : 0 ≤ l * ∑ i, |x i| := mul_nonneg hl (sum_nonneg fun _ _ => abs_nonneg _)
  have h2 : 0 ≤ r * nrm x ^ 2 := mul_nonneg hr (sq_nonneg _)
  have h3 : nrm (A *ᵥ x - b) ^ 2 ≤ nrm b ^ 2 := by linarith
  have hb : 0 ≤ nrm b := Real.sqrt_nonneg _
  by_contra hc
  nlinarith [not_le.mp hc]
```

The function \(l|z|\) is convex, because \(|pa+qc|\le p|a|+q|c|\) for real \(a,c\) and \(p,q\ge0\). The two results combine to the main theorem: for \(l\ge0\), \(r>0\), every minimiser \(x\) of \(F\) and all indices \(i,j\),
\[ |x_i-x_j|\le\frac{\|b\|\,\|a_i-a_j\|}{r}. \]
The right side does not contain \(l\). In `grouping`, `hφ` is the convexity statement and `he` identifies the two functionals.

```lean
/-- Elastic-net grouping: a minimiser obeys `|xᵢ - xⱼ| ≤ ‖b‖ ‖aᵢ - aⱼ‖ / r`. -/
theorem grouping (A : Matrix m n ℝ) (b : m → ℝ) {l r : ℝ} (hl : 0 ≤ l) (hr : 0 < r)
    {x : n → ℝ} (hx : ∀ y, elasticNet A b l r x ≤ elasticNet A b l r y) (i j : n) :
    |x i - x j| ≤ nrm b * nrm (descriptor A i - descriptor A j) / r := by
  have hφ : ConvexOn ℝ Set.univ fun t : ℝ => l * |t| := by
    refine ⟨convex_univ, fun a _ c _ p q hp hq _ => ?_⟩
    simp only [smul_eq_mul]
    have := abs_add_le (p * a) (q * c)
    rw [abs_mul, abs_mul, abs_of_nonneg hp, abs_of_nonneg hq] at this
    linarith [mul_le_mul_of_nonneg_left this hl]
  have he : ∀ y, objective (fun t => l * |t|) r A b y = elasticNet A b l r y := fun y => by
    simp only [objective, elasticNet, mul_sum]
  refine (grouping_convex hφ hr A b (fun y => by rw [he, he]; exact hx y) i j).trans ?_
  exact div_le_div_of_nonneg_right
    (mul_le_mul_of_nonneg_right (residual_le A b hl hr.le hx) (Real.sqrt_nonneg _)) hr.le
```

If \(a_i=a_j\), the right side vanishes and \(x_i=x_j\).

```lean
/-- Identical descriptors receive identical elastic-net coefficients. -/
theorem grouping_identical (A : Matrix m n ℝ) (b : m → ℝ) {l r : ℝ} (hl : 0 ≤ l) (hr : 0 < r)
    {x : n → ℝ} (hx : ∀ y, elasticNet A b l r x ≤ elasticNet A b l r y) {i j : n}
    (h : descriptor A i = descriptor A j) : x i = x j := by
  have := grouping A b hl hr hx i j
  rw [h] at this
  simpa [nrm, sub_eq_zero] using this
```

For descriptors of unit length, \(\|a_i-a_j\|^2=1+1-2\,a_i\cdot a_j\), so
\[ |x_i-x_j|\le\frac{\|b\|\sqrt{2(1-a_i\cdot a_j)}}{r}. \]
Only the two columns involved need to be normalised.

```lean
/-- For unit-length descriptors the bound reads `‖b‖ √(2 (1 - aᵢ·aⱼ)) / r`. -/
theorem grouping_overlap (A : Matrix m n ℝ) (b : m → ℝ) {l r : ℝ} (hl : 0 ≤ l) (hr : 0 < r)
    {x : n → ℝ} (hx : ∀ y, elasticNet A b l r x ≤ elasticNet A b l r y) {i j : n}
    (hi : nrm (descriptor A i) = 1) (hj : nrm (descriptor A j) = 1) :
    |x i - x j| ≤ nrm b * √(2 * (1 - descriptor A i ⬝ᵥ descriptor A j)) / r := by
  have h := grouping A b hl hr hx i j
  generalize descriptor A i = u at h hi ⊢
  generalize descriptor A j = v at h hj ⊢
  have e : ∑ k, (u - v) k ^ 2 = ∑ k, u k ^ 2 + ∑ k, v k ^ 2 - 2 * (u ⬝ᵥ v) := by
    simp only [dotProduct, mul_sum, ← sum_add_distrib, ← sum_sub_distrib, Pi.sub_apply]
    exact sum_congr rfl fun k _ => by ring
  rw [← nrm_sq u, ← nrm_sq v, hi, hj] at e
  have e' : nrm (u - v) = √(2 * (1 - u ⬝ᵥ v)) := by
    rw [nrm, e]; congr 1; ring
  rwa [e'] at h
```

## A minimiser exists

Any \(x\) with \(F(x)\le F(0)\) satisfies \(\tfrac r2x_i^2\le\tfrac r2\|x\|^2\le F(0)\), so \(|x_i|\le\sqrt{2F(0)/r}\) for each \(i\). This sublevel set is bounded and \(F\) is continuous (`hc`), so \(F\) attains its minimum. The closed ball in the proof is taken in the maximum norm, which is why a bound on each component suffices.

```lean
/-- For `l ≥ 0` and `r > 0` the elastic-net functional has a minimiser. -/
theorem exists_minimiser (A : Matrix m n ℝ) (b : m → ℝ) {l r : ℝ} (hl : 0 ≤ l) (hr : 0 < r) :
    ∃ x, ∀ y, elasticNet A b l r x ≤ elasticNet A b l r y := by
  have hc : Continuous fun x => elasticNet A b l r x := by
    simp only [elasticNet, nrm_sq, Pi.sub_apply, mulVec, dotProduct]
    fun_prop
  refine hc.exists_forall_le_of_isBounded 0 ((Metric.isBounded_closedBall (x := 0)
    (r := √(2 * elasticNet A b l r 0 / r))).subset fun x hx => ?_)
  rw [mem_closedBall_zero_iff, pi_norm_le_iff_of_nonneg (Real.sqrt_nonneg _)]
  intro i
  refine Real.abs_le_sqrt ((le_div_iff₀ hr).2 ?_)
  have h : elasticNet A b l r x ≤ elasticNet A b l r 0 := hx
  have h1 : 0 ≤ l * ∑ i, |x i| := mul_nonneg hl (sum_nonneg fun _ _ => abs_nonneg _)
  have h2 : x i ^ 2 ≤ nrm x ^ 2 := by
    rw [nrm_sq]
    exact single_le_sum (f := fun k => x k ^ 2) (fun _ _ => sq_nonneg _) (mem_univ i)
  rw [elasticNet] at h
  linarith [mul_le_mul_of_nonneg_left h2 hr.le, sq_nonneg (nrm (A *ᵥ x - b))]
```

## How close the bound comes to equality

Take one data point and two descriptors, indexed \(0\) and \(1\), with \(A=(\varepsilon,-\varepsilon)\), \(\varepsilon>0\), \(b=1\), \(l=0\). On vectors \((s,-s)\) stationarity reads \(s(r+2\varepsilon^2)=\varepsilon\). With \(\delta=y_0-y_1-2s\), expansion about this point gives
\[ F(y)-F(s,-s)=\delta\,\big[s(r+2\varepsilon^2)-\varepsilon\big]+\tfrac12\varepsilon^2\delta^2+\tfrac r2\big[(y_0-s)^2+(y_1+s)^2\big]. \]
The first term vanishes (`lin`) and the others are the non-negative squares passed to `linarith`. The gap is \(2s=2\varepsilon/(r+2\varepsilon^2)\) and the bound is \(2\varepsilon/r\), so their ratio is \(r/(r+2\varepsilon^2)\). The theorem states this ratio for each \(\varepsilon>0\) and \(r>0\). It visibly approaches \(1\) for small \(\varepsilon\), which leaves no room for a smaller universal prefactor.

```lean
/-- For `A = (ε, -ε)`, `b = 1`, `l = 0` the vector `(s, -s)` with `s = ε / (r + 2ε²)` is a
minimiser, and its coefficient gap is the fraction `r / (r + 2ε²)` of the grouping bound. -/
theorem grouping_sharp {ε r s : ℝ} (hε : 0 < ε) (hr : 0 < r) (hs : s = ε / (r + 2 * ε ^ 2)) :
    (∀ y, elasticNet !![ε, -ε] ![1] 0 r ![s, -s] ≤ elasticNet !![ε, -ε] ![1] 0 r y) ∧
    |![s, -s] 0 - ![s, -s] 1| = r / (r + 2 * ε ^ 2) *
      (nrm ![(1 : ℝ)] * nrm (descriptor !![ε, -ε] 0 - descriptor !![ε, -ε] 1) / r) := by
  have hD : r + 2 * ε ^ 2 ≠ 0 := by positivity
  have hr' : r ≠ 0 := hr.ne'
  have x0 : ![s, -s] 0 = s := rfl
  have x1 : ![s, -s] 1 = -s := rfl
  refine ⟨fun y => ?_, ?_⟩
  · have h1 : ∀ z : Fin 2 → ℝ,
        (!![ε, -ε] *ᵥ z - ![1] : Fin 1 → ℝ) 0 = ε * z 0 - ε * z 1 - 1 := fun z => by
      simp [dotProduct, Fin.sum_univ_two]
      ring
    have lin : (y 0 - y 1 - 2 * s) * (s * (r + 2 * ε ^ 2) - ε) = 0 := by
      rw [hs, div_mul_cancel₀ _ hD]; ring
    simp only [elasticNet, nrm_sq, Fin.sum_univ_one, Fin.sum_univ_two, h1, x0, x1]
    linarith [sq_nonneg (ε * (y 0 - y 1 - 2 * s)), mul_nonneg hr.le (sq_nonneg (y 0 - s)),
      mul_nonneg hr.le (sq_nonneg (y 1 + s))]
  · have n1 : nrm ![(1 : ℝ)] = 1 := by simp [nrm]
    have n2 : ∑ k, (descriptor !![ε, -ε] 0 - descriptor !![ε, -ε] 1) k ^ 2 = (2 * ε) ^ 2 := by
      rw [Fin.sum_univ_one]
      change (ε - -ε) ^ 2 = _
      ring
    have s0 : 0 ≤ s := by rw [hs]; positivity
    rw [x0, x1, n1, nrm, n2, Real.sqrt_sq (by positivity), abs_of_nonneg (by linarith), hs]
    field_simp
    ring
```

## Failure at \(r=0\)

Take \(A=(1,1)\), \(b=2\), \(l=1\), \(r=0\), and \(\sigma=y_0+y_1\). Since \(|y_0|+|y_1|\ge\sigma\),
\[ F(y)\ge\tfrac12(\sigma-2)^2+\sigma=\tfrac12(\sigma-1)^2+\tfrac32 . \]
The vector \((1,0)\) has \(F=\tfrac12+1=\tfrac32\) and is a minimiser. The descriptors coincide and the coefficients differ by \(1\), so the conclusion of `grouping_identical` is false for this pure LASSO problem.

```lean
/-- Without the ridge term grouping fails: for `A = (1, 1)`, `b = 2`, `l = 1`, `r = 0` the two
descriptors coincide, yet `(1, 0)` is a minimiser. -/
theorem lasso_no_grouping :
    descriptor !![(1 : ℝ), 1] 0 = descriptor !![(1 : ℝ), 1] 1 ∧
    ∀ y, elasticNet !![1, 1] ![2] 1 0 ![1, 0] ≤ elasticNet !![1, 1] ![2] 1 0 y := by
  refine ⟨by ext k; fin_cases k; rfl, fun y => ?_⟩
  have h1 : ∀ z : Fin 2 → ℝ,
      (!![(1 : ℝ), 1] *ᵥ z - ![2] : Fin 1 → ℝ) 0 = z 0 + z 1 - 2 := fun z => by
    simp [dotProduct, Fin.sum_univ_two]
  have x0 : ![(1 : ℝ), 0] 0 = 1 := rfl
  have x1 : ![(1 : ℝ), 0] 1 = 0 := rfl
  simp only [elasticNet, nrm_sq, Fin.sum_univ_one, Fin.sum_univ_two, h1, x0, x1, abs_one,
    abs_zero]
  linarith [le_abs_self (y 0), le_abs_self (y 1), sq_nonneg (y 0 + y 1 - 1)]

end

end ElasticNetGrouping
```

```lean
#print axioms ElasticNetGrouping.grouping_identical
#print axioms ElasticNetGrouping.exists_minimiser
#print axioms ElasticNetGrouping.grouping_sharp
#print axioms ElasticNetGrouping.lasso_no_grouping
```

```
'ElasticNetGrouping.grouping_identical' depends on axioms: [propext, Classical.choice, Quot.sound]
'ElasticNetGrouping.exists_minimiser' depends on axioms: [propext, Classical.choice, Quot.sound]
'ElasticNetGrouping.grouping_sharp' depends on axioms: [propext, Classical.choice, Quot.sound]
'ElasticNetGrouping.lasso_no_grouping' depends on axioms: [propext, Classical.choice, Quot.sound]
```

## Use in a fitting code, with a two-descriptor example

In a model that is linear in finitely many coefficients, such as a cluster expansion or a linear interatomic potential fitted to electronic-structure energies, the theorem limits how unevenly an exact elastic-net minimiser can share weight between two nearly duplicate basis functions. It does not cover an iterate stopped before convergence, penalties that differ between coefficients, an unpenalised intercept (unless it is first eliminated by centring \(b\) and every column of \(A\)), or models that are nonlinear in their parameters. It bounds differences of fitted coefficients and says nothing about prediction error. The bound makes \(x_j\) close to \(x_i\) in relative terms when \(\|b\|\,\|a_i-a_j\|/r\) is small compared with \(|x_i|\); if \(x_i=0\) it still limits \(|x_j|\) by the same quantity.

The remaining remarks are ordinary arithmetic and standard optimality conditions, not theorems of the file. A code that writes the data term as \(\|Ax-b\|^2/(2N)\), with \(N\) data points and strengths \(l'\), \(r'\), corresponds to \(l=Nl'\) and \(r=Nr'\). For centred columns of unit length, \(a_i\cdot a_j\) is the sample correlation of the two descriptors. With \(\rho=b-Ax\) and the soft threshold \(S_l(z)=\operatorname{sign}(z)\max(|z|-l,0)\), a converged coordinate-descent solution satisfies \(r x_k=S_l(a_k\cdot\rho)\). As \(S_l\) does not increase distances, this again gives \(r|x_i-x_j|\le|(a_i-a_j)\cdot\rho|\), and the residual form of the bound can be tested on the output of a solver.

Take \(A=(1,\,0.8)\), \(b=1.74\), \(l=0.5\), \(r=1\). Assuming both coefficients positive, \(x_0=\rho-0.5\) and \(x_1=0.8\rho-0.5\). Then
\[ \rho=1.74-(\rho-0.5)-0.8\,(0.8\rho-0.5)=2.64-1.64\rho, \]
so \(\rho=1\) and \(x=(0.5,\,0.3)\), consistent with the assumed signs. The gap is \(0.2\). The bound of `grouping_convex` is \(1\times0.2/1=0.2\) and is met with equality, while the bound of `grouping` is \(1.74\times0.2/1=0.348\).
